# Steady nucleation in a Becker–Döring chain with detailed balance, equilibrium monomers and an absorbing end: the rate is the inverse total resistance

**Q:** Let me start with three cluster sizes. Monomers are held at concentration \(c_1\), and trimers are removed as soon as they form. A cluster of size \(n\) gains a monomer at rate \(b_n\) and loses one at rate \(a_n\); for \(n=1\), where two monomers make one dimer, \(b_1\) is defined so that \(b_1c_1\) is the number of dimers formed per unit time and volume. If \(f_2\) is the dimer concentration, a steady current \(J\) must satisfy

\[
J=b_1c_1-a_2f_2=b_2f_2 .
\]

How does this become a resistance formula?

**A:** Let \(c_2\) be the equilibrium dimer concentration, so that \(a_2c_2=b_1c_1\). Put \(a_2=b_1c_1/c_2\) into your equation and solve it:

\[
f_2=\frac{b_1c_1\,c_2}{b_1c_1+b_2c_2},\qquad
J=b_2f_2=\frac{1}{\dfrac1{b_1c_1}+\dfrac1{b_2c_2}} .
\]

These are two resistors in series. The "voltage" is \(f_n/c_n\), which falls from 1 at the monomer to 0 at the trimer. With only two sizes there is a single resistor, and \(J=b_1c_1\).

**Q:** Now do it for a chain that ends at an arbitrary size \(N\ge2\).

**A:** Write \(f_n\) for the actual concentrations and \(c_n\) for the equilibrium ones. The net current from \(n\) to \(n+1\) is \(J_n=b_nf_n-a_{n+1}f_{n+1}\). Detailed balance, \(a_{n+1}c_{n+1}=b_nc_n\), eliminates the detachment rate:

\[
J_n=b_nf_n-\frac{b_nc_n}{c_{n+1}}f_{n+1}
=b_nc_n\left(\frac{f_n}{c_n}-\frac{f_{n+1}}{c_{n+1}}\right).
\]

Divide by \(b_nc_n\) and sum over the links from \(n\) to \(N\). The intermediate ratios cancel:

\[
\sum_{m=n}^{N-1}\frac{J_m}{b_mc_m}=\frac{f_n}{c_n}-\frac{f_N}{c_N}.
\]

Steadiness has not been used so far. Now let every \(J_m\) equal \(J\), set \(f_N=0\), and define \(R_n=\sum_{m=n}^{N-1}1/(b_mc_m)\), with \(R_N=0\) as an empty sum. Then

\[
J R_n=\frac{f_n}{c_n}.
\]

At \(n=1\) the condition \(f_1=c_1\) gives \(JR_1=1\), so \(J=1/R_1\). At the other sizes \(f_n=c_nJR_n=c_nR_n/R_1\).

**Q:** That shows what a steady state must look like. Does this profile really carry a uniform current?

**A:** Insert it. At the ends, \(f_1=c_1R_1/R_1=c_1\) and \(f_N=c_NR_N/R_1=0\). For \(1\le n<N\), since \(R_n-R_{n+1}=1/(b_nc_n)\),

\[
J_n=b_nc_n\,\frac{R_n-R_{n+1}}{R_1}=\frac1{R_1}.
\]

So the steady state exists, and it is unique on the sizes from 1 to \(N\).

**Q:** I accept the algebra. My doubt is whether the formal version speaks about the same physics. What are the rates and concentrations there?

**A:** They are real-valued functions on the natural numbers, with the cluster size as argument. The assumptions about them are gathered in one predicate.

In Lean 4 with Mathlib:

```lean
import Mathlib

open Finset

namespace BeckerDoringNucleation

noncomputable section

/-- Cluster kinetics with detachment rates `a`, attachment rates `b` and equilibrium
concentrations `c`: for sizes from 1 upward, `b` and `c` are positive and attachment balances
detachment at equilibrium. -/
structure DetailedBalance (a b c : ℕ → ℝ) : Prop where
  attach_pos : ∀ n, 1 ≤ n → 0 < b n
  conc_pos : ∀ n, 1 ≤ n → 0 < c n
  balance : ∀ n, 1 ≤ n → a (n + 1) * c (n + 1) = b n * c n
```

`DetailedBalance a b c` says that `b` and `c` are positive from size 1 upward and that attachment and detachment cancel link by link at equilibrium. The physics behind the third field is microscopic reversibility: in the reference distribution no link carries a net current. Positivity of the detachment rates from size 2 upward follows from these fields. The values `a 0`, `a 1`, `b 0` and `c 0` play no part.

**Q:** In a supersaturated vapour there is no true equilibrium cluster distribution. What is `c` then?

**A:** It is the constrained reference distribution, the one that detailed balance generates from the given monomer concentration and rates. It need not be realised in the vapour. The file takes `c` as given and does not derive it from surface tension or a free energy of formation.

**Q:** And the current and the resistance?

**A:** They are written as in the derivation.

```lean
/-- Net current from size `n` to size `n + 1` in the cluster distribution `f`:
attachment to `n`-clusters minus detachment from `(n + 1)`-clusters. -/
def current (a b f : ℕ → ℝ) (n : ℕ) : ℝ := b n * f n - a (n + 1) * f (n + 1)

/-- Kinetic resistance of the chain from size `n` to size `N`, the sum of `1 / (b m * c m)` over
`n ≤ m < N`; it is meant for nonzero `b m * c m`. -/
def resistance (b c : ℕ → ℝ) (N n : ℕ) : ℝ := ∑ m ∈ Ico n N, 1 / (b m * c m)
```

`current a b f n` is \(J_n\), with positive sign for growth. `resistance b c N n` is \(R_n\), with the end of the chain as an explicit argument. `Ico n N` contains the sizes \(n\le m<N\), one for each link.

**Q:** Where does "steady" enter? I would have expected a time derivative.

**A:** It enters through equal currents.

```lean
/-- Steady nucleation with rate `J`: monomers are held at their equilibrium concentration,
clusters of size `N` are removed, and all currents between sizes 1 and `N` equal `J`. -/
def IsSteady (a b c f : ℕ → ℝ) (N : ℕ) (J : ℝ) : Prop :=
  f 1 = c 1 ∧ f N = 0 ∧ ∀ n, 1 ≤ n → n < N → current a b f n = J
```

For an interior size, the rate of change of \(f_n\) is \(J_{n-1}-J_n\), which vanishes when neighbouring currents agree. `IsSteady` encodes that, together with a monomer reservoir, `f 1 = c 1`, and removal of clusters that reach size `N`, `f N = 0`. The main theorem, `isSteady_iff`, then reads: given detailed balance and \(N\ge2\), `IsSteady a b c f N J` holds if and only if \(J=1/R_1\) and \(f_n=c_nR_n/R_1\) for all \(1\le n\le N\). The boundary conditions are inside the equivalence, so the direction from right to left has to establish them too.

**Q:** The name Becker–Döring suggests more to me: depletion of monomers, relaxation in time, the classical exponential rate law.

**A:** Here the attachment rates are fixed numbers, so the equations are linear in \(f\), and only the stationary solution is treated. Approach to that solution, monomer depletion, collisions between larger clusters and the capillarity estimate of the barrier do not appear. For a finite chain that grows by single monomers at fixed rates, the result lets a simulator obtain the steady nucleation rate from tabulated \(b_n\) and \(c_n\) by one sum, without integrating the kinetics in time.

**Q:** Then take me through the proof. Where does detailed balance do its work?

**A:** In the first lemma, which rewrites the current as exchange flux times drop.

```lean
variable {a b c : ℕ → ℝ}

/-- Under detailed balance the current at a size `n ≥ 1` is the equilibrium exchange flux
`b n * c n` times the drop of the ratio `f / c` from `n` to `n + 1`. -/
theorem current_eq_flux_mul_drop (h : DetailedBalance a b c) (f : ℕ → ℝ) {n : ℕ}
    (hn : 1 ≤ n) :
    current a b f n = b n * c n * (f n / c n - f (n + 1) / c (n + 1)) := by
  have hc := (h.conc_pos n hn).ne'
  have hc' := (h.conc_pos (n + 1) (by omega)).ne'
  have h1 : b n * c n * (f n / c n) = b n * f n := by field_simp
  have h2 : b n * c n * (f (n + 1) / c (n + 1)) = a (n + 1) * f (n + 1) := by
    rw [← h.balance n hn]
    field_simp
  rw [mul_sub, h1, h2, current]
```

`h1` simplifies the gain term. `h2` replaces \(b_nc_n\) by \(a_{n+1}c_{n+1}\) and cancels \(c_{n+1}\), which leaves the loss term.

**Q:** And the telescoping?

**A:** That is an induction on the end of the chain.

```lean
/-- Ohm's law for the cluster chain: under detailed balance, for any distribution `f`, steady or
not, and for sizes `1 ≤ n ≤ N`, the currents at `n ≤ m < N` weighted by `1 / (b m * c m)` add up to
the drop of `f / c` from `n` to `N`. -/
theorem sum_current_div_flux (h : DetailedBalance a b c) (f : ℕ → ℝ) {n N : ℕ}
    (hn : 1 ≤ n) (hnN : n ≤ N) :
    ∑ m ∈ Ico n N, current a b f m / (b m * c m) = f n / c n - f N / c N := by
  induction N, hnN using Nat.le_induction with
  | base => simp
  | succ k hk ih =>
    have hk1 : 1 ≤ k := le_trans hn hk
    have hbc : b k * c k ≠ 0 := (mul_pos (h.attach_pos k hk1) (h.conc_pos k hk1)).ne'
    have hstep : current a b f k / (b k * c k) = f k / c k - f (k + 1) / c (k + 1) := by
      rw [current_eq_flux_mul_drop h f hk1, mul_div_cancel_left₀ _ hbc]
    rw [Finset.sum_Ico_succ_top hk, ih, hstep]
    ring
```

For \(N=n\) both sides are zero. Lengthening the chain from \(k\) to \(k+1\) adds one link, and `hstep` identifies its contribution as \(f_k/c_k-f_{k+1}/c_{k+1}\). The distribution `f` is arbitrary, so this Ohm's law also holds for a snapshot of a transient.

**Q:** You divide by \(R_1\). Is it nonzero?

**A:** It is a nonempty sum of positive terms whenever \(N\ge2\).

```lean
/-- Under detailed balance the resistance from a size `n ≥ 1` to a larger size `N` is
positive. -/
theorem resistance_pos (h : DetailedBalance a b c) {n N : ℕ} (hn : 1 ≤ n) (hnN : n < N) :
    0 < resistance b c N n := by
  refine Finset.sum_pos (fun m hm => ?_) (Finset.nonempty_Ico.2 hnN)
  have hm1 : 1 ≤ m := le_trans hn (Finset.mem_Ico.1 hm).1
  exact one_div_pos.2 (mul_pos (h.attach_pos m hm1) (h.conc_pos m hm1))
```

The equivalence follows.

```lean
/-- Becker–Döring steady state: under detailed balance and for `N ≥ 2`, nucleation is steady with
rate `J` exactly when `J` is the inverse total resistance and each `f n`, `1 ≤ n ≤ N`, is `c n`
times the fraction of the resistance that lies between `n` and `N`. -/
theorem isSteady_iff (h : DetailedBalance a b c) (f : ℕ → ℝ) (J : ℝ) {N : ℕ} (hN : 2 ≤ N) :
    IsSteady a b c f N J ↔
      J = 1 / resistance b c N 1 ∧
        ∀ n, 1 ≤ n → n ≤ N → f n = c n * resistance b c N n / resistance b c N 1 := by
  have hR := resistance_pos h le_rfl (show 1 < N by omega)
  constructor
  · rintro ⟨hf1, hfN, hJ⟩
    -- Ohm's law with a common current and an absorbing end
    have key : ∀ n, 1 ≤ n → n ≤ N → J * resistance b c N n = f n / c n := by
      intro n hn hnN
      have hsum := sum_current_div_flux h f hn hnN
      rw [hfN, zero_div, sub_zero] at hsum
      rw [← hsum, resistance, Finset.mul_sum]
      refine Finset.sum_congr rfl (fun m hm => ?_)
      rw [Finset.mem_Ico] at hm
      rw [hJ m (by omega) hm.2]
      ring
    -- the monomer end fixes the rate
    have hJ1 : J = 1 / resistance b c N 1 := by
      rw [eq_div_iff hR.ne', key 1 le_rfl (by omega), hf1,
        div_self (h.conc_pos 1 le_rfl).ne']
    refine ⟨hJ1, fun n hn hnN => ?_⟩
    have hk := key n hn hnN
    rw [eq_div_iff (h.conc_pos n hn).ne'] at hk
    rw [← hk, hJ1]
    ring
  · rintro ⟨hJ, hf⟩
    have hq : ∀ m, 1 ≤ m → m ≤ N →
        f m / c m = resistance b c N m / resistance b c N 1 := by
      intro m hm hmN
      rw [hf m hm hmN, mul_div_assoc, mul_div_cancel_left₀ _ (h.conc_pos m hm).ne']
    refine ⟨?_, ?_, fun n hn hnN => ?_⟩
    · rw [hf 1 le_rfl (by omega), mul_div_assoc, div_self hR.ne', mul_one]
    · rw [hf N (by omega) le_rfl]
      simp [resistance]
    · -- one link of the chain carries the resistance 1 / (b n * c n)
      have hbc : b n * c n ≠ 0 := (mul_pos (h.attach_pos n hn) (h.conc_pos n hn)).ne'
      have hstep : resistance b c N n = 1 / (b n * c n) + resistance b c N (n + 1) :=
        Finset.sum_eq_sum_Ico_succ_bot hnN _
      rw [current_eq_flux_mul_drop h f hn, hq n hn hnN.le, hq (n + 1) (by omega) hnN,
        ← sub_div, hstep, add_sub_cancel_right, hJ, ← mul_div_assoc,
        mul_one_div_cancel hbc]
```

In the forward direction, `key` is the relation \(JR_n=f_n/c_n\): the common current is put into Ohm's law and the absorbing end removes the last term. Taking \(n=1\) gives `hJ1`, and the other sizes give the profile. In the reverse direction, `hq` records \(f_m/c_m=R_m/R_1\). The two ends are checked first, and then `hstep` splits the first link off \(R_n\), which is the identity \(R_n-R_{n+1}=1/(b_nc_n)\) used above.

**Q:** Nucleation people speak of a bottleneck at the critical size. Can I see it in this formula?

**A:** Yes, as the largest resistor. Let \(k\) be a size at which \(b_mc_m\) is smallest among \(1\le m<N\). The total resistance is at least that of link \(k\), and at most \(N-1\) times as large:

\[
\frac1{b_kc_k}\le R_1\le\frac{N-1}{b_kc_k}
\quad\Longrightarrow\quad
\frac{b_kc_k}{N-1}\le J\le b_kc_k .
\]

```lean
/-- Bottleneck estimate: under detailed balance and for `N ≥ 2`, if the exchange flux `b m * c m`
is smallest at size `k` among `1 ≤ m < N`, the steady nucleation rate lies between
`b k * c k / (N - 1)` and `b k * c k`. -/
theorem rate_bottleneck (h : DetailedBalance a b c) {f : ℕ → ℝ} {J : ℝ} {N k : ℕ}
    (hN : 2 ≤ N) (hs : IsSteady a b c f N J) (hk : 1 ≤ k) (hkN : k < N)
    (hmin : ∀ m, 1 ≤ m → m < N → b k * c k ≤ b m * c m) :
    b k * c k / ((N : ℝ) - 1) ≤ J ∧ J ≤ b k * c k := by
  have hR := resistance_pos h le_rfl (show 1 < N by omega)
  have hx : 0 < b k * c k := mul_pos (h.attach_pos k hk) (h.conc_pos k hk)
  have hN' : (0 : ℝ) < (N : ℝ) - 1 := by
    have h2 : (2 : ℝ) ≤ (N : ℝ) := by exact_mod_cast hN
    linarith
  rw [((isSteady_iff h f J hN).1 hs).1]
  constructor
  · -- every link has at most the resistance of the bottleneck
    have hle : resistance b c N 1 ≤ ((N : ℝ) - 1) * (1 / (b k * c k)) := by
      have hcard := Finset.sum_le_card_nsmul (Ico 1 N) (fun m => 1 / (b m * c m))
        (1 / (b k * c k)) (fun m hm => one_div_le_one_div_of_le hx
          (hmin m (Finset.mem_Ico.1 hm).1 (Finset.mem_Ico.1 hm).2))
      rw [Nat.card_Ico, nsmul_eq_mul, Nat.cast_sub (by omega), Nat.cast_one] at hcard
      exact hcard
    rw [mul_one_div, le_div_iff₀ hx] at hle
    rw [div_le_div_iff₀ hN' hR]
    linarith
  · -- the bottleneck alone is at most the whole resistance
    have hge : 1 / (b k * c k) ≤ resistance b c N 1 := by
      refine Finset.single_le_sum (f := fun m => 1 / (b m * c m)) (fun m hm => ?_)
        (Finset.mem_Ico.2 ⟨hk, hkN⟩)
      have hm1 := (Finset.mem_Ico.1 hm).1
      exact (one_div_pos.2 (mul_pos (h.attach_pos m hm1) (h.conc_pos m hm1))).le
    rw [div_le_iff₀ hx] at hge
    rw [div_le_iff₀ hR]
    linarith
```

The proof first replaces `J` by \(1/R_1\) through `isSteady_iff`. Then `hle` bounds each of the \(N-1\) terms by the largest one, and `hge` keeps only the term at `k`. For \(N=2\) the two bounds coincide and return \(J=b_1c_1\).

Note that the bottleneck is defined by the exchange flux \(b_mc_m\), not by \(c_m\) alone. If \(c_m\) has a single sharp minimum and \(b_m\) varies slowly with size, the two minima lie close together.

**Q:** Finally, show me that the assumptions are satisfied by some actual numbers.

**A:** Take attachment rate 1, detachment rate 2 and \(c_n=2^{-n}\). Detailed balance reads \(2\cdot2^{-(n+1)}=2^{-n}\). In this example the chain ends at size \(N+1\), so its resistance is

\[
\sum_{m=1}^{N}2^m=2^{N+1}-2 .
\]

```lean
/-- Detachment rate 2, attachment rate 1 and equilibrium concentrations `(1/2)^n` satisfy detailed
balance, and the resistance from size 1 to size `N + 1` is then `2^(N+1) - 2`. -/
theorem detailedBalance_witness :
    DetailedBalance (fun _ => 2) (fun _ => 1) (fun n => (1 / 2 : ℝ) ^ n) ∧
      ∀ N : ℕ, resistance (fun _ => 1) (fun n => (1 / 2 : ℝ) ^ n) (N + 1) 1
        = 2 ^ (N + 1) - 2 := by
  refine ⟨⟨fun _ _ => one_pos, fun n _ => by positivity, fun n _ => ?_⟩, fun N => ?_⟩
  · show (2 : ℝ) * (1 / 2) ^ (n + 1) = 1 * (1 / 2) ^ n
    ring
  · induction N with
    | zero => norm_num [resistance]
    | succ k ih =>
      unfold resistance at ih ⊢
      rw [Finset.sum_Ico_succ_top (by omega), ih]
      simp only [one_mul, one_div, inv_pow, inv_inv]
      ring

end

end BeckerDoringNucleation
```

The sum is again obtained by induction, one link at a time. For \(N\ge1\) the main theorem turns it into the steady rate \(J=1/(2^{N+1}-2)\). The weakest link is the last one, with exchange flux \(2^{-N}\), and for long chains \(J\) approaches half of that value.

**Q:** So larger clusters only get rarer in this example, and there is no critical size in the interior.

**A:** Right. It describes a vapour in which clusters tend to shrink, with a current driven only by the removal at the end. In a supersaturated vapour with a nucleation barrier, \(b_nc_n\) falls and then rises again, and the same theorem applies to it with those numbers.

```lean
#print axioms BeckerDoringNucleation.isSteady_iff
#print axioms BeckerDoringNucleation.rate_bottleneck
```

```
'BeckerDoringNucleation.isSteady_iff' depends on axioms: [propext, Classical.choice, Quot.sound]
'BeckerDoringNucleation.rate_bottleneck' depends on axioms: [propext, Classical.choice, Quot.sound]
```
